# Stationarity alone does not make sums of adjacent lag correlations non-negative

A deterministic Markov chain moves cyclically through four states, and its matrix $P$ has non-negative entries, rows summing to 1 and the uniform distribution as a stationary distribution. For the observable $f = (1, 0, -1, 0)$, with lag correlation $c(k) = \tfrac14\sum_i f_i\,(P^k f)_i$, the theorem states that all this holds and yet $c(2) + c(3) = -\tfrac12$. The observable has mean zero but is not normalised: $c(0) = \tfrac12$, so relative to $c(0)$ the sum is $-1$. The proof checks the matrix properties case by case, then uses the fact that $P$ shifts the entries of a vector cyclically to find $P^2 f$ and $P^3 f$, and finally evaluates the weighted sums.

This version doesn't compile in Lean 4 with Mathlib:

```lean
import Mathlib

open Matrix

namespace StationaryNotSufficient

noncomputable section

variable {n : Type*} [Fintype n]

/-- The weighted inner product `⟨f, g⟩_p = ∑ i, p i * f i * g i` of two observables. -/
def wInner (p f g : n → ℝ) : ℝ := ∑ i, p i * f i * g i

/-- The correlation `c(k) = ⟨f, P^k f⟩_p` of the observable `f` at lag `k`. -/
def lagCorr [DecidableEq n] (p : n → ℝ) (P : Matrix n n ℝ) (f : n → ℝ) (k : ℕ) : ℝ :=
  wInner p f (P ^ k *ᵥ f)

/-- The sum `G(k) = c(2k) + c(2k+1)` of two adjacent lag correlations. -/
def pairSum [DecidableEq n] (p : n → ℝ) (P : Matrix n n ℝ) (f : n → ℝ) (k : ℕ) : ℝ :=
  lagCorr p P f (2 * k) + lagCorr p P f (2 * k + 1)

variable [DecidableEq n]

/-- The deterministic rotation through four states. -/
def rotation : Matrix (Fin 4) (Fin 4) ℝ :=
  !![0, 1, 0, 0; 0, 0, 1, 0; 0, 0, 0, 1; 1, 0, 0, 0]

/-- The rotation is row-stochastic and leaves the uniform distribution stationary, yet it has
an observable with a negative pair sum. -/
theorem stationary_not_sufficient :
    (∀ i j, 0 ≤ rotation i j) ∧ (∀ i, ∑ j, rotation i j = 1) ∧
      (∀ j, ∑ i, (1/4 : ℝ) * rotation i j = 1/4) ∧
      pairSum (fun _ => 1/4) rotation ![1, 0, -1, 0] 1 = -1/2 := by
  refine ⟨?_, ?_, ?_, ?_⟩
  · intro i j; fin_cases i <;> fin_cases j <;> norm_num [rotation]
  · intro i; fin_cases i <;> norm_num [rotation, Fin.sum_univ_four]
  · intro j; fin_cases j <;> norm_num [rotation, Fin.sum_univ_four]
  · have step : ∀ a b c d : ℝ, rotation *ᵥ ![a, b, c, d] = ![b, c, d, a] := by
      intro a b c d
      ext i
      fin_cases i <;> simp [rotation, Matrix.mulVec, dotProduct, Fin.sum_univ_four]
    have h2 : rotation ^ (2 * 1) *ᵥ ![1, 0, -1, 0] = ![-1, 0, 1, 0] := by
      rw [mul_one, pow_two, ← Matrix.mulVec_mulVec, step, step]
    have h3 : rotation ^ (2 * 1 + 1) *ᵥ ![1, 0, -1, 0] = ![0, 1, 0, -1] := by
      rw [pow_succ', ← Matrix.mulVec_mulVec, h2, step]
    unfold pairSum lagCorr
    rw [h2, h3]
    norm_num [wInner, Fin.sum_univ_four]

end

end StationaryNotSufficient
```

Compiling this gives:

```
Main.lean:36:2: error: unsolved goals
case refine_2.«0»
⊢ 1 + ![0, 1, 0, 0] 2 + ![0, 1, 0, 0] 3 = 1

case refine_2.«1»
⊢ ![0, 0, 1, 0] 2 + ![0, 0, 1, 0] 3 = 1

case refine_2.«2»
⊢ ![0, 0, 0, 1] 2 + ![0, 0, 0, 1] 3 = 1

case refine_2.«3»
⊢ 1 + ![1, 0, 0, 0] 2 + ![1, 0, 0, 0] 3 = 1
Main.lean:37:2: error: unsolved goals
case refine_3.«0»
⊢ 1 / 4 * vecCons 0 (fun i => vecCons 0 (fun i => vecCons 0 (fun i => 1) i) i) 2 +
      1 / 4 * vecCons 0 (fun i => vecCons 0 (fun i => vecCons 0 (fun i => 1) i) i) 3 =
    1 / 4

case refine_3.«1»
⊢ 1 / 4 + 1 / 4 * vecCons 1 (fun i => vecCons 0 (fun i => vecCons 0 (fun i => 0) i) i) 2 +
      1 / 4 * vecCons 1 (fun i => vecCons 0 (fun i => vecCons 0 (fun i => 0) i) i) 3 =
    1 / 4

case refine_3.«2»
⊢ 1 / 4 + 1 / 4 * vecCons 0 (fun i => vecCons 1 (fun i => vecCons 0 (fun i => 0) i) i) 2 +
      1 / 4 * vecCons 0 (fun i => vecCons 1 (fun i => vecCons 0 (fun i => 0) i) i) 3 =
    1 / 4

case refine_3.«3»
⊢ 1 / 4 * vecCons 0 (fun i => vecCons 0 (fun i => vecCons 1 (fun i => 0) i) i) 2 +
      1 / 4 * vecCons 0 (fun i => vecCons 0 (fun i => vecCons 1 (fun i => 0) i) i) 3 =
    1 / 4
Main.lean:38:2: error: unsolved goals
case refine_4
step : ∀ (a b c d : ℝ), rotation *ᵥ ![a, b, c, d] = ![b, c, d, a]
h2 : rotation ^ (2 * 1) *ᵥ ![1, 0, -1, 0] = ![-1, 0, 1, 0]
h3 : rotation ^ (2 * 1 + 1) *ᵥ ![1, 0, -1, 0] = ![0, 1, 0, -1]
⊢ -(1 / 4) + 1 / 4 * ![1, 0, -1, 0] 2 * ![-1, 0, 1, 0] 2 + 1 / 4 * ![1, 0, -1, 0] 3 * ![-1, 0, 1, 0] 3 +
      (1 / 4 * ![1, 0, -1, 0] 2 * ![0, 1, 0, -1] 2 + 1 / 4 * ![1, 0, -1, 0] 3 * ![0, 1, 0, -1] 3) =
    -(1 / 2)
```

All three errors are of one kind: `norm_num` expands the sums over four states but leaves vector entries at positions 2 and 3 unevaluated, such as `![0, 1, 0, 0] 2`. The entries at positions 0 and 1 have been reduced. What remains is true, but the arithmetic cannot finish while those entries are not plain numbers.

Reading off an entry at a numeral index such as 2 or 3 is the work of `Matrix.cons_val`, a simplification procedure (simproc) rather than an ordinary lemma. `simp` runs the default simprocs, whereas `norm_num` does not. Replacing `norm_num` by `simp` therefore closes the row sums and the stationarity condition.

In the last part, `simp only` is given `Matrix.cons_val` by name, together with the definition of `wInner` and the expansion of the sum. This turns every vector entry into a number, and the `norm_num` that follows has only arithmetic left to do.

Lean accepts the file once it reads:

```diff
@@ -34,6 +34,6 @@
   refine ⟨?_, ?_, ?_, ?_⟩
   · intro i j; fin_cases i <;> fin_cases j <;> norm_num [rotation]
-  · intro i; fin_cases i <;> norm_num [rotation, Fin.sum_univ_four]
-  · intro j; fin_cases j <;> norm_num [rotation, Fin.sum_univ_four]
+  · intro i; fin_cases i <;> simp [rotation, Fin.sum_univ_four]
+  · intro j; fin_cases j <;> simp [rotation, Fin.sum_univ_four]
   · have step : ∀ a b c d : ℝ, rotation *ᵥ ![a, b, c, d] = ![b, c, d, a] := by
       intro a b c d
@@ -46,5 +46,6 @@
     unfold pairSum lagCorr
     rw [h2, h3]
-    norm_num [wInner, Fin.sum_univ_four]
+    simp only [wInner, Fin.sum_univ_four, Matrix.cons_val]
+    norm_num
 
 end
```
